# Rounding occupations of 1/2 up or down gives projectors equally far from a diagonal density matrix

Take a diagonal matrix with real occupations on finitely many levels, at least one of them exactly 1/2. The lemma compares two ways of rounding it to a diagonal matrix of zeros and ones: one fills every level with occupation at least 1/2, the other only those above 1/2. It states that the first result is a projector, that it differs from the second, and that both have the same squared distance from the original matrix, measured by the real part of tr((A − B)²). The occupations need not lie between 0 and 1, and the particle number is not held fixed. The proof tells the matrices apart by a diagonal entry at a half-filled level, then writes each distance as a sum over levels and compares the terms for occupations below, equal to and above 1/2.

In Lean, a first try:

```lean
import Mathlib

open Matrix

namespace NearestProjector

noncomputable section

variable {n : Type*} [Fintype n] [DecidableEq n]

/-- A Hermitian idempotent complex matrix, of any rank. -/
structure IsProjector (P : Matrix n n ℂ) : Prop where
  herm : P.IsHermitian
  idem : P * P = P

/-- The diagonal matrix with real occupations `d i`. -/
def density (d : n → ℝ) : Matrix n n ℂ := Matrix.diagonal fun i => (d i : ℂ)

/-- The diagonal matrix with entry 1 on the levels selected by `s` and 0 on the others. -/
def fill (s : n → Prop) [DecidablePred s] : Matrix n n ℂ :=
  Matrix.diagonal fun i => if s i then 1 else 0

/-- The purified matrix: occupations above 1/2 become 1, all others become 0. -/
def purify (d : n → ℝ) : Matrix n n ℂ := fill fun i => 1 / 2 < d i

/-- The real part of `tr((A - B)²)`. -/
def distSq (A B : Matrix n n ℂ) : ℝ := (Matrix.trace ((A - B) * (A - B))).re

/-- Filling any set of levels completely gives a projector. -/
theorem fill_isProjector (s : n → Prop) [DecidablePred s] : IsProjector (fill s) := by
  constructor
  · unfold fill
    apply Matrix.isHermitian_diagonal_of_self_adjoint
    funext i
    by_cases h : s i <;> simp [h]
  · unfold fill
    rw [Matrix.diagonal_mul_diagonal]
    congr 1
    funext i
    by_cases h : s i <;> simp [h]

/-- The squared distance from a diagonal matrix to a projector depends on the projector only
through its occupations, and does so linearly. -/
theorem distSq_density (d : n → ℝ) {P : Matrix n n ℂ} (hP : IsProjector P) :
    distSq (density d) P = ∑ i, (d i ^ 2 + (1 - 2 * d i) * (P i i).re) := by
  have h : (density d - P) * (density d - P)
      = density d * density d - density d * P - P * density d + P := by
    calc _ = density d * density d - density d * P - P * density d + P * P := by noncomm_ring
      _ = _ := by rw [hP.idem]
  unfold distSq
  rw [h]
  simp only [Matrix.trace, Matrix.diag_apply, Complex.re_sum]
  refine Finset.sum_congr rfl fun i _ => ?_
  simp only [density, Matrix.add_apply, Matrix.sub_apply, Matrix.diagonal_mul,
    Matrix.mul_diagonal, Matrix.diagonal_apply_eq, Complex.add_re, Complex.sub_re,
    Complex.mul_re, Complex.ofReal_re, Complex.ofReal_im]
  ring

/-- If some occupation equals 1/2, filling all levels with occupation at least 1/2 gives a
different projector at the same distance as the purified matrix. -/
theorem tie_at_half (d : n → ℝ) (k : n) (hk : d k = 1 / 2) :
    IsProjector (fill fun i => 1 / 2 ≤ d i) ∧ (fill fun i => 1 / 2 ≤ d i) ≠ purify d ∧
      distSq (density d) (fill fun i => 1 / 2 ≤ d i) = distSq (density d) (purify d) := by
  have hQ : IsProjector (purify d) := fill_isProjector _
  refine ⟨fill_isProjector _, fun h => ?_, ?_⟩
  · have h' := congrFun (congrFun h k) k
    simp [fill, purify, hk] at h'
  · rw [distSq_density d (fill_isProjector _), distSq_density d hQ]
    refine Finset.sum_congr rfl fun i _ => ?_
    simp only [purify, fill, Matrix.diagonal_apply_eq]
    rcases lt_trichotomy (d i) (1 / 2) with h | h | h
    · rw [if_neg (not_le.2 h), if_neg (not_lt.2 h.le)]
    · rw [h]
      ring
    · rw [if_pos h.le, if_pos h]

end

end NearestProjector
```

Compiling this gives:

```
Main.lean:73:10: error: Tactic `rewrite` failed: motive is not type correct:
  fun _a =>
    _a ^ 2 + (1 - 2 * _a) * (if 1 / 2 ≤ _a then 1 else 0).re = _a ^ 2 + (1 - 2 * _a) * (if 1 / 2 < _a then 1 else 0).re
Error: Application type mismatch: The argument
  (fun a => (1 / 2).decidableLE (d a)) i
has type
  Decidable (1 / 2 ≤ d i)
but is expected to have type
  Decidable (1 / 2 ≤ _a)
in the application
  @ite ℂ (1 / 2 ≤ _a) ((fun a => (1 / 2).decidableLE (d a)) i)

Explanation: The rewrite tactic rewrites an expression 'e' using an equality 'a = b' by the following process. First, it looks for all 'a' in 'e'. Second, it tries to abstract these occurrences of 'a' to create a function 'm := fun _a => ...', called the *motive*, with the property that 'm a' is definitionally equal to 'e'. Third, we observe that 'congrArg' implies that 'm a = m b', which can be used with lemmas such as 'Eq.mpr' to change the goal. However, if 'e' depends on specific properties of 'a', then the motive 'm' might not typecheck.

Possible solutions: use rewrite's 'occs' configuration option to limit which occurrences are rewritten, or use 'simp' or 'conv' mode, which have strategies for certain kinds of dependencies (these tactics can handle proofs and 'Decidable' instances whose types depend on the rewritten term, and 'simp' can apply user-defined '@[congr]' theorems as well).

case refine_2.inr.inl
n : Type u_1
inst✝¹ : Fintype n
inst✝ : DecidableEq n
d : n → ℝ
k : n
hk : d k = 1 / 2
hQ : IsProjector (purify d)
i : n
x✝ : i ∈ Finset.univ
h : d i = 1 / 2
⊢ d i ^ 2 + (1 - 2 * d i) * (if 1 / 2 ≤ d i then 1 else 0).re =
    d i ^ 2 + (1 - 2 * d i) * (if 1 / 2 < d i then 1 else 0).re
```

Cause. The error is in the case `d i = 1 / 2`, where `rw [h]` tries to replace every `d i` in the goal by `1 / 2`. Each `if` there also carries a `Decidable` instance, a term that says how its condition is decided. In the `if` that Lean reports, this instance is written `(fun a => (1 / 2).decidableLE (d a)) i`, which does not contain `d i` literally. The rewrite therefore changes the condition but not the instance, whose type still speaks of `d i`. The two no longer match, and this is what "motive is not type correct" means.

The repair leaves the conditions alone. From `h`, `linarith` proves `h0 : 1 - 2 * d i = 0`, and this expression occurs only as the factor in front of each `if`, so rewriting it disturbs no instance. The two uses of `zero_mul` then remove the two products, one on each side, whatever the `if`s evaluate to. Both sides are now the same, so `rw` closes the goal itself and `ring` is no longer needed.

This version goes through:

```diff
@@ -71,6 +71,6 @@
     rcases lt_trichotomy (d i) (1 / 2) with h | h | h
     · rw [if_neg (not_le.2 h), if_neg (not_lt.2 h.le)]
-    · rw [h]
-      ring
+    · have h0 : 1 - 2 * d i = 0 := by linarith
+      rw [h0, zero_mul, zero_mul]
     · rw [if_pos h.le, if_pos h]
 
```
